# With a τ-dependent functional, the nonlinear-core force in one dimension includes a term from the core kinetic-energy density

Let $n$ and $t$ be the valence density and valence kinetic-energy density, and let $c$ and $k$ be the corresponding core fields, carried rigidly by an ion at $R$. My semilocal exchange–correlation energy density $F(\rho,\tau)$ is evaluated at the sums $\rho=n+c$ and $\tau=t+k$. I know the force term in which $\partial F/\partial\rho$ multiplies the gradient of the core density. Does $k$ bring a second term, or does that contribution integrate to zero because the core only moves as a whole?

## Rigid motion does not remove the kinetic term

For a cell from $a$ to $b$, write

$$E(R)=\int_a^b F\big(n(x)+c(x-R),\,t(x)+k(x-R)\big)\,dx .$$

Let $F_1=\partial F/\partial\rho$ and $F_2=\partial F/\partial\tau$, both evaluated at the total densities. Here $F$ is an energy per length, not a force, and $k$ is not a wave vector. A prime denotes the derivative of a core field with respect to its argument. The valence fields stay fixed while $R$ changes. The second term is present in general:

$$\frac{dE}{dR}=-\int_a^b\big[F_1\,c'(x-R)+F_2\,k'(x-R)\big]\,dx .$$

The force on the ion from this energy is $-dE/dR$, so it is the integral with a plus sign.

### Differentiating at a fixed point of the cell

At fixed $x$, only the core fields depend on $R$:

$$\partial_R\rho=-c'(x-R),\qquad \partial_R\tau=-k'(x-R).$$

The chain rule gives

$$\partial_R F=F_1\,\partial_R\rho+F_2\,\partial_R\tau=-\big[F_1c'(x-R)+F_2k'(x-R)\big].$$

It remains to exchange the derivative with the integral. Assume that $n,t$ are continuous on the cell, that $c,k$ are continuously differentiable, and that $F$ is continuously differentiable on an open set containing the total densities. Then $\partial_RF$ is continuous in ion position and $x$ together. On the compact set of ion positions within distance 1 of $R$ and points of the cell, it is bounded by some constant $C$. By the mean value theorem, the difference quotients of the integrand are bounded by $C$ too, and dominated convergence permits the exchange.

If the $F_2$ term is left out, the error in $dE/dR$ is $\int_a^b F_2k'(x-R)\,dx$. The shortened formula is therefore right exactly when this integral vanishes, for instance when $F$ does not depend on $\tau$.

For a case where it fails, take $F=\rho\tau$, $n=t=0$, $c(y)=k(y)=y^2$ and the cell $[0,1]$. Then $E(R)=\int_0^1(x-R)^4dx$, so $E'(0)=-4\int_0^1x^3dx=-1$. The density term alone gives $-\int_0^1 x^2\cdot2x\,dx=-\tfrac12$. These fields are chosen for simple algebra and do not resemble an atomic core: they reach the ends of the cell, and without valence fields the whole derivative comes from those ends.

The term also survives for a core inside the cell, a case not in the Lean code. Keep $F=\rho\tau$, let $n$ have constant slope $g\neq0$, and let $c(x-R)$ and $k(x-R)$ be even about the ion and zero outside an interval inside the cell, with $k\ge0$ not identically zero. Then $F_2=n+c$. The product $c\,k'$ is odd about the ion and integrates to zero, and integration by parts leaves $\int_a^bF_2k'(x-R)\,dx=-g\int_a^bk(x-R)\,dx\neq0$.

### What the Lean theorems say

`total` is the pair $(\rho,\tau)$, and `xcEnergy` is $E(R)$. `vRho` and `vTau` are $F_1$ and $F_2$, defined by applying the Fréchet derivative of `F` to $(1,0)$ and $(0,1)$. `densityPull` and `kineticPull` are the two force integrands.

`hasDerivAt_xcEnergy` states that $E$ is differentiable at every real $R$, with the derivative above. The open set `U` is where `F` is continuously differentiable. It may be the whole plane, or the region of positive density for a functional that is smooth only there. The hypothesis `hT` keeps the total densities in `U` for every ion position and every point of the cell; physically, the ion never brings the system to densities where the functional loses its smoothness. The interval `uIcc a b` contains the points between the endpoints in either order.

`density_only_force_iff` gives the exact condition for the shortened formula, and `density_only_force_fails` is the example with $c(y)=k(y)=y^2$.

For pseudopotential calculations with a kinetic-energy-density functional, this is the core contribution to the ionic force, in a one-dimensional model with one moving core and no dependence on density gradients. The theorems hold $n$ and $t$ fixed. In a self-consistent calculation these fields respond to the ion, but the response drops out of the first derivative of the total energy when the occupations are fixed, that energy is stationary in the valence orbitals, and neither the basis nor the orthonormality condition depends on $R$. Other parts of the total energy that depend on $R$, such as the pseudopotential and ion–ion energies, add their own force terms.

```lean
import Mathlib

open Set Topology MeasureTheory

namespace NonlinearCoreForce

noncomputable section

/-- Total density and total kinetic-energy density at `x`: valence fields `n`, `t` plus
core fields `c`, `k` carried rigidly by an ion at `R`. -/
def total (n t c k : ℝ → ℝ) (R x : ℝ) : ℝ × ℝ := (n x + c (x - R), t x + k (x - R))

/-- The partial derivative of the energy density with respect to the density,
at points where `F` is differentiable. -/
def vRho (F : ℝ × ℝ → ℝ) (p : ℝ × ℝ) : ℝ := fderiv ℝ F p (1, 0)

/-- The partial derivative of the energy density with respect to the kinetic-energy density,
at points where `F` is differentiable. -/
def vTau (F : ℝ × ℝ → ℝ) (p : ℝ × ℝ) : ℝ := fderiv ℝ F p (0, 1)

/-- The semilocal energy of the cell from `a` to `b` with the ion at `R`, for `a ≤ b`; exchanging
the endpoints changes the sign. -/
def xcEnergy (F : ℝ × ℝ → ℝ) (n t c k : ℝ → ℝ) (a b R : ℝ) : ℝ :=
  ∫ x in a..b, F (total n t c k R x)

/-- Force integrand of the core density. -/
def densityPull (F : ℝ × ℝ → ℝ) (n t c k : ℝ → ℝ) (R x : ℝ) : ℝ :=
  vRho F (total n t c k R x) * deriv c (x - R)

/-- Force integrand of the core kinetic-energy density. -/
def kineticPull (F : ℝ × ℝ → ℝ) (n t c k : ℝ → ℝ) (R x : ℝ) : ℝ :=
  vTau F (total n t c k R x) * deriv k (x - R)

variable {F : ℝ × ℝ → ℝ} {n t c k : ℝ → ℝ} {a b : ℝ} {U : Set (ℝ × ℝ)}

/-- Chain rule: along differentiable densities `u`, `w`, a differentiable energy density
changes at the rate `vRho * u' + vTau * w'`. -/
theorem hasDerivAt_along {u w : ℝ → ℝ} {u' w' s : ℝ}
    (hF : DifferentiableAt ℝ F (u s, w s))
    (hu : HasDerivAt u u' s) (hw : HasDerivAt w w' s) :
    HasDerivAt (fun r => F (u r, w r))
      (vRho F (u s, w s) * u' + vTau F (u s, w s) * w') s := by
  have h := HasFDerivAt.comp_hasDerivAt s hF.hasFDerivAt (hu.prodMk hw)
  refine HasDerivAt.congr_deriv h ?_
  have e : ((u', w') : ℝ × ℝ) = u' • ((1, 0) : ℝ × ℝ) + w' • ((0, 1) : ℝ × ℝ) := by
    ext <;> simp
  rw [e, map_add, map_smul, map_smul]
  simp only [smul_eq_mul, vRho, vTau]
  ring

/-- For continuous valence and core fields the total densities depend continuously on
ion position and point of the cell together. -/
theorem continuousOn_total (hn : ContinuousOn n (uIcc a b)) (ht : ContinuousOn t (uIcc a b))
    (hc : Continuous c) (hk : Continuous k) :
    ContinuousOn (fun q : ℝ × ℝ => total n t c k q.1 q.2) (univ ×ˢ uIcc a b) := by
  have hn' : ContinuousOn (fun q : ℝ × ℝ => n q.2) (univ ×ˢ uIcc a b) :=
    hn.comp continuousOn_snd (fun q hq => hq.2)
  have ht' : ContinuousOn (fun q : ℝ × ℝ => t q.2) (univ ×ˢ uIcc a b) :=
    ht.comp continuousOn_snd (fun q hq => hq.2)
  have hc' : Continuous (fun q : ℝ × ℝ => c (q.2 - q.1)) :=
    hc.comp (continuous_snd.sub continuous_fst)
  have hk' : Continuous (fun q : ℝ × ℝ => k (q.2 - q.1)) :=
    hk.comp (continuous_snd.sub continuous_fst)
  exact (hn'.add hc'.continuousOn).prodMk (ht'.add hk'.continuousOn)

/-- A field continuous in ion position and cell point is continuous over the cell when the
ion is held fixed. -/
theorem continuousOn_slice {g : ℝ × ℝ → ℝ} (hg : ContinuousOn g (univ ×ˢ uIcc a b)) (R : ℝ) :
    ContinuousOn (fun x => g (R, x)) (uIcc a b) :=
  hg.comp (by fun_prop : Continuous (fun x : ℝ => (R, x))).continuousOn
    (fun _ hx => ⟨mem_univ _, hx⟩)

/-- If `F` is C¹ on an open set containing the continuous total densities, a partial
derivative of `F` times a continuous field is continuous in ion position and cell point. -/
theorem continuousOn_pull (hU : IsOpen U) (hF : ContDiffOn ℝ 1 F U)
    (hT : ∀ r, ∀ x ∈ uIcc a b, total n t c k r x ∈ U)
    (hcont : ContinuousOn (fun q : ℝ × ℝ => total n t c k q.1 q.2) (univ ×ˢ uIcc a b))
    (v : ℝ × ℝ) {g : ℝ × ℝ → ℝ} (hg : Continuous g) :
    ContinuousOn (fun q : ℝ × ℝ => fderiv ℝ F (total n t c k q.1 q.2) v * g q)
      (univ ×ˢ uIcc a b) := by
  have h := (hF.continuousOn_fderiv_of_isOpen hU (by simp)).comp hcont
    (fun q hq => hT q.1 q.2 hq.2)
  exact (h.clm_apply continuousOn_const).mul hg.continuousOn

/-- Nonlinear-core force: for continuous valence fields, C¹ core fields and `F` C¹ on an open
set containing all total densities, the energy has `R`-derivative minus the integral of
`vRho * c' + vTau * k'`. -/
theorem hasDerivAt_xcEnergy (hU : IsOpen U) (hF : ContDiffOn ℝ 1 F U)
    (hn : ContinuousOn n (uIcc a b)) (ht : ContinuousOn t (uIcc a b))
    (hc : ContDiff ℝ 1 c) (hk : ContDiff ℝ 1 k)
    (hT : ∀ r, ∀ x ∈ uIcc a b, total n t c k r x ∈ U) (R : ℝ) :
    HasDerivAt (xcEnergy F n t c k a b)
      (-∫ x in a..b, (densityPull F n t c k R x + kineticPull F n t c k R x)) R := by
  have hcont := continuousOn_total hn ht hc.continuous hk.continuous
  have hsub : Continuous (fun q : ℝ × ℝ => q.2 - q.1) := continuous_snd.sub continuous_fst
  have hD : ContinuousOn (fun q : ℝ × ℝ =>
      -(densityPull F n t c k q.1 q.2 + kineticPull F n t c k q.1 q.2))
      (univ ×ˢ uIcc a b) :=
    ((continuousOn_pull hU hF hT hcont (1, 0) ((contDiff_one_iff_deriv.1 hc).2.comp hsub)).add
      (continuousOn_pull hU hF hT hcont (0, 1)
        ((contDiff_one_iff_deriv.1 hk).2.comp hsub))).neg
  have hE : ContinuousOn (fun q : ℝ × ℝ => F (total n t c k q.1 q.2)) (univ ×ˢ uIcc a b) :=
    hF.continuousOn.comp hcont (fun q hq => hT q.1 q.2 hq.2)
  -- a uniform bound for ion positions within unit distance of `R`
  have hK : IsCompact (Icc (R - 1) (R + 1) ×ˢ uIcc a b) := isCompact_Icc.prod isCompact_uIcc
  obtain ⟨C, hC⟩ := hK.exists_bound_of_continuousOn
    (hD.mono (prod_mono (subset_univ _) (Subset.refl _)))
  -- a rigid core field seen from a fixed point
  have shift : ∀ f : ℝ → ℝ, ContDiff ℝ 1 f → ∀ r x : ℝ,
      HasDerivAt (fun s => f (x - s)) (deriv f (x - r) * (-1)) r := by
    intro f hf r x
    have hs : HasDerivAt (fun s : ℝ => x - s) (-1) r := (hasDerivAt_id r).const_sub x
    exact HasDerivAt.comp r (h := fun s : ℝ => x - s) (h₂ := f)
      ((contDiff_one_iff_deriv.1 hf).1 (x - r)).hasDerivAt hs
  have key := intervalIntegral.hasDerivAt_integral_of_dominated_loc_of_deriv_le
    (μ := volume) (a := a) (b := b) (x₀ := R) (s := Icc (R - 1) (R + 1))
    (F := fun r x => F (total n t c k r x))
    (F' := fun r x => -(densityPull F n t c k r x + kineticPull F n t c k r x))
    (bound := fun _ => C)
    (Icc_mem_nhds (by linarith) (by linarith))
    (Filter.Eventually.of_forall fun r =>
      ((continuousOn_slice hE r).mono uIoc_subset_uIcc).aestronglyMeasurable measurableSet_uIoc)
    (continuousOn_slice hE R).intervalIntegrable
    (((continuousOn_slice hD R).mono uIoc_subset_uIcc).aestronglyMeasurable measurableSet_uIoc)
    (Filter.Eventually.of_forall fun x hx r hr => hC (r, x) ⟨hr, uIoc_subset_uIcc hx⟩)
    intervalIntegrable_const
    (Filter.Eventually.of_forall fun x hx r _ => by
      have hd : DifferentiableAt ℝ F (total n t c k r x) :=
        (hF.differentiableOn (by simp)).differentiableAt
          (hU.mem_nhds (hT r x (uIoc_subset_uIcc hx)))
      refine HasDerivAt.congr_deriv (hasDerivAt_along hd
        ((shift c hc r x).const_add (n x)) ((shift k hk r x).const_add (t x))) ?_
      simp only [densityPull, kineticPull, total]
      ring)
  rw [← intervalIntegral.integral_neg]
  exact key.2

/-- For continuous valence fields, C¹ core fields and `F` C¹ on an open set containing all total
densities, the force formula with the core density alone is correct exactly when the integral of
`vTau * k'` vanishes. -/
theorem density_only_force_iff (hU : IsOpen U) (hF : ContDiffOn ℝ 1 F U)
    (hn : ContinuousOn n (uIcc a b)) (ht : ContinuousOn t (uIcc a b))
    (hc : ContDiff ℝ 1 c) (hk : ContDiff ℝ 1 k)
    (hT : ∀ r, ∀ x ∈ uIcc a b, total n t c k r x ∈ U) (R : ℝ) :
    HasDerivAt (xcEnergy F n t c k a b) (-∫ x in a..b, densityPull F n t c k R x) R ↔
      ∫ x in a..b, kineticPull F n t c k R x = 0 := by
  have hcont := continuousOn_total hn ht hc.continuous hk.continuous
  have hsub : Continuous (fun q : ℝ × ℝ => q.2 - q.1) := continuous_snd.sub continuous_fst
  have h1 : IntervalIntegrable (densityPull F n t c k R) volume a b :=
    (continuousOn_slice (continuousOn_pull hU hF hT hcont (1, 0)
      ((contDiff_one_iff_deriv.1 hc).2.comp hsub)) R).intervalIntegrable
  have h2 : IntervalIntegrable (kineticPull F n t c k R) volume a b :=
    (continuousOn_slice (continuousOn_pull hU hF hT hcont (0, 1)
      ((contDiff_one_iff_deriv.1 hk).2.comp hsub)) R).intervalIntegrable
  have h := hasDerivAt_xcEnergy hU hF hn ht hc hk hT R
  rw [intervalIntegral.integral_add h1 h2] at h
  constructor
  · intro h'
    have := h.unique h'
    linarith
  · intro h0
    rwa [h0, add_zero] at h

/-- For `F(ρ,τ) = ρτ` on the cell from 0 to 1, no valence fields and both core fields equal
to `y²`, the formula with the core density alone gives a wrong derivative at `R = 0`. -/
theorem density_only_force_fails :
    ¬ HasDerivAt
      (xcEnergy (fun p => p.1 * p.2) (fun _ => 0) (fun _ => 0) (fun y => y ^ 2)
        (fun y => y ^ 2) 0 1)
      (-∫ x in (0 : ℝ)..1, densityPull (fun p => p.1 * p.2) (fun _ => 0) (fun _ => 0)
        (fun y => y ^ 2) (fun y => y ^ 2) 0 x) 0 := by
  have hq : ContDiff ℝ 1 (fun y : ℝ => y ^ 2) := by fun_prop
  have hF : ContDiff ℝ 1 (fun p : ℝ × ℝ => p.1 * p.2) := by fun_prop
  rw [density_only_force_iff isOpen_univ hF.contDiffOn continuousOn_const continuousOn_const
    hq hq (fun _ _ _ => mem_univ _) 0]
  have hv : ∀ p : ℝ × ℝ, vTau (fun p => p.1 * p.2) p = p.1 := by
    intro p
    have h : HasFDerivAt (fun p : ℝ × ℝ => p.1 * p.2)
        (p.1 • ContinuousLinearMap.snd ℝ ℝ ℝ + p.2 • ContinuousLinearMap.fst ℝ ℝ ℝ) p :=
      HasFDerivAt.mul hasFDerivAt_fst hasFDerivAt_snd
    rw [vTau, h.fderiv]
    simp
  have hp : ∀ x : ℝ, kineticPull (fun p => p.1 * p.2) (fun _ => 0) (fun _ => 0)
      (fun y => y ^ 2) (fun y => y ^ 2) 0 x = 2 * x ^ 3 := by
    intro x
    have hd : deriv (fun y : ℝ => y ^ 2) x = 2 * x := by simp
    simp only [kineticPull, hv, total, sub_zero, zero_add, hd]
    ring
  -- the missing kinetic contribution is the integral of `2x³`
  simp only [hp, intervalIntegral.integral_const_mul, integral_pow]
  norm_num

end

end NonlinearCoreForce
```

```lean
#print axioms NonlinearCoreForce.density_only_force_iff
#print axioms NonlinearCoreForce.density_only_force_fails
```

```
'NonlinearCoreForce.density_only_force_iff' depends on axioms: [propext, Classical.choice, Quot.sound]
'NonlinearCoreForce.density_only_force_fails' depends on axioms: [propext, Classical.choice, Quot.sound]
```

### From the chain rule to the integral

`hasDerivAt_along` is the chain rule. It splits the velocity $(u',w')$ into $u'(1,0)+w'(0,1)$ and uses linearity of the Fréchet derivative.

`continuousOn_total` gives joint continuity of the densities, and `continuousOn_pull` gives it for a partial derivative of `F` times a continuous field. `continuousOn_slice` then fixes the ion position, which supplies integrability over the cell.

In the main theorem, `hD` is continuity of $\partial_RF$, and `hK` with `exists_bound_of_continuousOn` produces $C$. The local fact `shift` supplies the minus sign from $x-R$. The step `key` applies Mathlib's theorem on differentiation under a dominated integral.

For the equivalence, the integral is split in two and uniqueness of the derivative forces the kinetic part to vanish; the converse is substitution. In the example, `hv` finds $F_2=\rho$ and `hp` reduces the missing integrand to $2x^3$, whose integral is $\tfrac12$.

### The force sum in a plane-wave code, and a balance with the valence fields

In a three-dimensional periodic cell of volume $\Omega$, a code evaluates $F_2$ on the real-space grid and Fourier transforms it. With $F_2(\mathbf r)=\sum_{\mathbf G}v_{\mathbf G}e^{i\mathbf G\cdot\mathbf r}$ and $k(\mathbf r-\mathbf R)=\sum_{\mathbf G}k_{\mathbf G}e^{i\mathbf G\cdot(\mathbf r-\mathbf R)}$, the kinetic term of the force is

$$\Omega\sum_{\mathbf G} i\mathbf G\,v_{\mathbf G}^{*}\,k_{\mathbf G}\,e^{-i\mathbf G\cdot\mathbf R}.$$

The density term has the same form, with $F_1$ and $c$. If the functional also depends on $\nabla\rho$, $F_1$ is replaced there by $\partial F/\partial\rho-\nabla\cdot(\partial F/\partial\nabla\rho)$.

Back in one dimension, suppose that $n$ and $t$ are also continuously differentiable. The same chain rule, taken along $x$ and integrated, gives

$$\int_a^b(F_1c'+F_2k')\,dx+\int_a^b(F_1n'+F_2t')\,dx=F\big|_{x=b}-F\big|_{x=a},$$

with the core derivatives taken at $x-R$. When the total densities agree at the two ends, the core force and the corresponding valence integral cancel. This balance and the plane-wave sum are additions to the Lean theorems.
